# One random vector gives zero-temperature expectation values when the ground state is nondegenerate

Let $H$ be a real symmetric matrix whose lowest eigenvalue $E$ is nondegenerate, with unit eigenvector $u$. Take a real vector $s$ with $\langle u,s\rangle\neq 0$ and set $v_b=e^{-bH/2}s$. Then, for every real matrix $O$,

$$
\frac{\langle v_b,Ov_b\rangle}{\langle v_b,v_b\rangle}\;\longrightarrow\;\langle u,Ou\rangle
\qquad (b\to\infty).
$$

If $s$ is drawn at random from a distribution with a density, this holds with probability one, for all $O$ at once.

## Cooling a single vector

The thermal average of $O$ at inverse temperature $b$ is $\mathrm{Tr}(e^{-bH}O)/\mathrm{Tr}(e^{-bH})$. Random-vector methods can estimate the two traces, up to a common factor, by $\langle v_b,Ov_b\rangle$ and $\langle v_b,v_b\rangle$, where the entries of $s$ are uncorrelated with mean zero and equal variance. At finite $b$ the quotient from one vector generally depends on $s$. Thermal typicality concerns how small that dependence becomes in a large Hilbert space. The result here is a different and simpler limit: the dimension stays fixed, $b$ grows, and the dependence on $s$ disappears. For a finite real symmetric Hamiltonian with a nondegenerate ground state, a single vector drawn from a distribution with a density therefore suffices, with probability one, in the zero-temperature limit.

## The excited components die out

**Eigenvectors.** If $Hx=\varepsilon x$, then $(-bH/2)^k x=(-b\varepsilon/2)^k x$ for every $k$. Summing the exponential series gives $e^{-bH/2}x=e^{-b\varepsilon/2}x$.

**Expansion.** By the spectral theorem $s=\sum_i w_i$ with $Hw_i=\varepsilon_i w_i$. The $w_i$ are components of $s$, so they are not normalised and some may vanish. Multiplying by $e^{bE/2}$ gives

$$
e^{bE/2}v_b=\sum_i e^{-b(\varepsilon_i-E)/2}\,w_i .
$$

**Each term.** If $\varepsilon_i=E$, nondegeneracy gives $w_i=c\,u$ with $c=\langle u,w_i\rangle$, and the term is constant in $b$. If $\varepsilon_i\neq E$, symmetry of $H$ gives
$$
\varepsilon_i\langle u,w_i\rangle=\langle u,Hw_i\rangle=\langle Hu,w_i\rangle=E\langle u,w_i\rangle ,
$$
so $\langle u,w_i\rangle=0$. Such a term is either zero from the start or has $\varepsilon_i>E$ and decays to zero. In both cases the limit is $\langle u,w_i\rangle u$, and the sum over $i$ yields
$$
e^{bE/2}v_b\to\langle u,s\rangle u .
$$

**The quotient.** A nonzero factor multiplying the vector cancels between numerator and denominator, so $e^{bE/2}$ changes nothing. The denominator tends to $\langle u,s\rangle^2\neq0$, and hence the quotient tends to
$$
\frac{\langle u,s\rangle^2\langle u,Ou\rangle}{\langle u,s\rangle^2}=\langle u,Ou\rangle .
$$

**Random $s$.** The vectors with $\langle u,s\rangle=0$ form a subspace that does not contain $u$. A proper subspace has zero volume, so a distribution with a density gives it probability zero. This exceptional set does not involve $O$, which is why one $s$ serves all observables.

## One level, and two levels with numbers

In dimension one, $H=(E)$ and $v_b=e^{-bE/2}s$. For $s\neq0$ the quotient equals the single entry of $O$ at every $b$.

For two levels take
$$
H=\begin{pmatrix}9&12\\12&16\end{pmatrix},\qquad
u=\tfrac15\begin{pmatrix}4\\-3\end{pmatrix},\qquad
f=\tfrac15\begin{pmatrix}3\\4\end{pmatrix},
$$
with $Hu=0$ and $Hf=25f$. Start from $s=(1,0)=\tfrac45u+\tfrac35f$ and measure $O=\mathrm{diag}(1,0)$, the population of the first basis state. With $q=e^{-25b/2}$,

$$
v_b=\tfrac1{25}\begin{pmatrix}16+9q\\-12+12q\end{pmatrix},\qquad
\frac{\langle v_b,Ov_b\rangle}{\langle v_b,v_b\rangle}=\frac{(16+9q)^2}{25\,(16+9q^2)} .
$$

At $b=0$ this is $1$. At $q=1/3$ it is $361/425\approx0.849$, and as $q\to0$ it tends to $16/25=\langle u,Ou\rangle$.

## The statement in Lean

The finite type `n` labels the basis states, `*ᵥ` applies a matrix to a vector, and `⬝ᵥ` is the real inner product. `thermalVector H s b` is $v_b$, built with the true matrix exponential, and `expectation O v` is the quotient $\langle v,Ov\rangle/\langle v,v\rangle$. Where the docstrings speak of a thermal expectation value, they mean this quotient for the single vector $v_b$, not the ratio of traces.

`IsNondegenerateGroundState H E u` collects four conditions: $u$ is normalised (`unit`), it is an eigenvector with eigenvalue $E$ (`eigen`), no eigenvalue lies below $E$ (`lowest`), and every eigenvector at $E$ is a multiple of $u$ (`simple`). The last condition stands for a ground level without symmetry-related or accidental partners. It is assumed of $H$, as is the symmetry `H.IsSymm`; `O` may be any real matrix.

`tendsto_thermal_expectation` is the limit for a given `s` with `u ⬝ᵥ s ≠ 0`. In `ae_tendsto_thermal_expectation` that condition is replaced by `P ≪ volume`: the distribution `P` gives no weight to sets of zero volume. Gaussian vectors with independent entries of nonzero variance satisfy this. Once normalised they lie on the unit sphere, which has zero volume, so the hypothesis no longer holds; the conclusion does, because the quotient does not depend on the length of $s$. Vectors of random signs do not, and they can miss the ground state with positive probability: $(1,1)$ is orthogonal to $(1,-1)/\sqrt2$.

The statements concern real matrices of finite size and give no error bound at finite $b$. A small overlap or a small gap can make a large $b$ necessary, depending on $s$ and $O$.

```lean
import Mathlib

open Matrix Filter Topology MeasureTheory

namespace ThermalTypicality

noncomputable section

variable {n : Type*} [Fintype n] [DecidableEq n]

/-- The thermal vector `exp(-bH/2) s` at inverse temperature `b`, grown from the vector `s`. -/
def thermalVector (H : Matrix n n ℝ) (s : n → ℝ) (b : ℝ) : n → ℝ :=
  NormedSpace.exp ((-(b / 2)) • H) *ᵥ s

/-- The expectation value `⟨v, O v⟩ / ⟨v, v⟩` of a matrix `O` in a nonzero vector `v`. -/
def expectation (O : Matrix n n ℝ) (v : n → ℝ) : ℝ :=
  (v ⬝ᵥ O *ᵥ v) / (v ⬝ᵥ v)

/-- `u` is a normalised eigenvector of `H` with eigenvalue `E`, no eigenvalue lies below `E`,
and every eigenvector with eigenvalue `E` is a multiple of `u`. -/
structure IsNondegenerateGroundState (H : Matrix n n ℝ) (E : ℝ) (u : n → ℝ) : Prop where
  unit : u ⬝ᵥ u = 1
  eigen : H *ᵥ u = E • u
  lowest : ∀ (μ : ℝ) (x : n → ℝ), x ≠ 0 → H *ᵥ x = μ • x → E ≤ μ
  simple : ∀ x : n → ℝ, H *ᵥ x = E • x → ∃ c : ℝ, x = c • u

/-- The exponential of a matrix multiplies an eigenvector by the exponential of its
eigenvalue. -/
theorem exp_mulVec_eigenvector {A : Matrix n n ℝ} {a : ℝ} {x : n → ℝ}
    (h : A *ᵥ x = a • x) : NormedSpace.exp A *ᵥ x = Real.exp a • x := by
  let : NormedRing (Matrix n n ℝ) := Matrix.linftyOpNormedRing
  let : NormedAlgebra ℝ (Matrix n n ℝ) := Matrix.linftyOpNormedAlgebra
  have hpow : ∀ k : ℕ, A ^ k *ᵥ x = a ^ k • x := by
    intro k
    induction k with
    | zero => simp
    | succ k ih =>
      rw [pow_succ, ← Matrix.mulVec_mulVec, h, Matrix.mulVec_smul, ih, smul_smul, pow_succ']
  -- apply both exponential series to `x` and compare them term by term
  have h1 := (NormedSpace.exp_series_hasSum_exp' (𝕂 := ℝ) A).map
    (Matrix.mulVec.addMonoidHomLeft x) (Continuous.matrix_mulVec continuous_id continuous_const)
  have h2 := (NormedSpace.exp_series_hasSum_exp' (𝕂 := ℝ) a).smul_const x
  rw [Real.exp_eq_exp_ℝ]
  refine h1.unique ?_
  convert h2 using 1
  funext k
  change ((k.factorial : ℝ)⁻¹ • A ^ k) *ᵥ x = ((k.factorial : ℝ)⁻¹ • a ^ k) • x
  rw [Matrix.smul_mulVec, hpow, smul_assoc]

/-- The thermal vector grown from an eigenvector of energy `ε` is that eigenvector times the
factor `exp(-bε/2)`. -/
theorem thermalVector_eigenvector {H : Matrix n n ℝ} {ε : ℝ} {x : n → ℝ}
    (h : H *ᵥ x = ε • x) (b : ℝ) :
    thermalVector H x b = Real.exp (-(b / 2) * ε) • x :=
  exp_mulVec_eigenvector (by rw [Matrix.smul_mulVec, h, smul_smul])

/-- The thermal vector grown from a nonzero vector is nonzero at every inverse temperature. -/
theorem thermalVector_ne_zero (H : Matrix n n ℝ) {s : n → ℝ} (hs : s ≠ 0) (b : ℝ) :
    thermalVector H s b ≠ 0 := by
  intro h
  obtain ⟨U, hU⟩ := Matrix.isUnit_exp ((-(b / 2)) • H)
  rw [thermalVector, ← hU] at h
  apply hs
  calc s = ((↑U⁻¹ : Matrix n n ℝ) * (U : Matrix n n ℝ)) *ᵥ s := by
        rw [Units.inv_mul, Matrix.one_mulVec]
    _ = 0 := by rw [← Matrix.mulVec_mulVec, h, Matrix.mulVec_zero]

/-- Every vector is a sum of vectors on each of which a real symmetric `H` acts as a number. -/
theorem exists_eigenvector_expansion {H : Matrix n n ℝ} (hS : H.IsSymm) (s : n → ℝ) :
    ∃ (ε : n → ℝ) (w : n → n → ℝ), (∀ i, H *ᵥ w i = ε i • w i) ∧ s = ∑ i, w i := by
  have hH : H.IsHermitian := (Matrix.conjTranspose_eq_transpose_of_trivial H).trans hS
  refine ⟨hH.eigenvalues, fun i => (hH.eigenvectorBasis.repr (WithLp.toLp 2 s) i) •
    (hH.eigenvectorBasis i).ofLp, fun i => ?_, ?_⟩
  · rw [Matrix.mulVec_smul, hH.mulVec_eigenvectorBasis, smul_comm]
  · have h := congrArg WithLp.ofLp (hH.eigenvectorBasis.sum_repr (WithLp.toLp 2 s))
    simp only [WithLp.ofLp_sum, WithLp.ofLp_smul] at h
    exact h.symm

/-- For real symmetric `H` with nondegenerate ground state `u` of energy `E`, the rescaled
thermal vector `exp(bE/2) exp(-bH/2) s` tends to the projection `⟨u, s⟩ u` as `b → ∞`. -/
theorem tendsto_rescaled_thermalVector {H : Matrix n n ℝ} {E : ℝ} {u : n → ℝ}
    (hS : H.IsSymm) (hu : IsNondegenerateGroundState H E u) (s : n → ℝ) :
    Tendsto (fun b : ℝ => Real.exp (b / 2 * E) • thermalVector H s b) atTop
      (𝓝 ((u ⬝ᵥ s) • u)) := by
  -- first a single eigenvector
  have key : ∀ (ε : ℝ) (x : n → ℝ), H *ᵥ x = ε • x →
      Tendsto (fun b : ℝ => Real.exp (b / 2 * E) • thermalVector H x b) atTop
        (𝓝 ((u ⬝ᵥ x) • u)) := by
    intro ε x h
    have hv : (fun b : ℝ => Real.exp (b / 2 * E) • thermalVector H x b) =
        fun b : ℝ => Real.exp (-(b / 2 * (ε - E))) • x := by
      funext b
      rw [thermalVector_eigenvector h, smul_smul, ← Real.exp_add]
      congr 2
      ring
    rw [hv]
    by_cases hε : ε = E
    · subst hε
      obtain ⟨c, rfl⟩ := hu.simple x h
      simp [dotProduct_smul, hu.unit]
    · -- eigenvectors of different energies are orthogonal
      have horth : E * (u ⬝ᵥ x) = ε * (u ⬝ᵥ x) := by
        have h1 : u ⬝ᵥ H *ᵥ x = (H *ᵥ u) ⬝ᵥ x := by
          rw [Matrix.dotProduct_mulVec, ← Matrix.mulVec_transpose, hS.eq]
        rw [h, hu.eigen, dotProduct_smul, smul_dotProduct, smul_eq_mul, smul_eq_mul] at h1
        exact h1.symm
      have h0 : u ⬝ᵥ x = 0 := by
        have h2 : (ε - E) * (u ⬝ᵥ x) = 0 := by linear_combination -horth
        exact (mul_eq_zero.mp h2).resolve_left (sub_ne_zero.mpr hε)
      rw [h0, zero_smul]
      by_cases hx : x = 0
      · simp [hx]
      · have hgap : 0 < ε - E :=
          sub_pos.mpr (lt_of_le_of_ne (hu.lowest ε x hx h) (Ne.symm hε))
        have ht : Tendsto (fun b : ℝ => b / 2 * (ε - E)) atTop atTop :=
          (tendsto_id.atTop_div_const two_pos).atTop_mul_const hgap
        have hd := (Real.tendsto_exp_neg_atTop_nhds_zero.comp ht).smul_const x
        rw [zero_smul] at hd
        exact hd
  -- then sum over the eigenvector expansion of `s`
  obtain ⟨ε, w, hw, rfl⟩ := exists_eigenvector_expansion hS s
  have hsum := tendsto_finsetSum Finset.univ (fun i _ => key (ε i) (w i) (hw i))
  simpa only [thermalVector, Matrix.mulVec_sum, dotProduct_sum, Finset.smul_sum,
    Finset.sum_smul] using hsum

omit [DecidableEq n] in
/-- An expectation value does not change when the vector is multiplied by a nonzero number. -/
theorem expectation_smul (O : Matrix n n ℝ) {c : ℝ} (hc : c ≠ 0) (v : n → ℝ) :
    expectation O (c • v) = expectation O v := by
  simp only [expectation, Matrix.mulVec_smul, smul_dotProduct, dotProduct_smul, smul_eq_mul]
  rw [mul_div_mul_left _ _ hc, mul_div_mul_left _ _ hc]

/-- For real symmetric `H` with nondegenerate ground state `u`, and any `s` that overlaps with
`u`, the expectation value of `O` in `exp(-bH/2) s` tends to `⟨u, O u⟩` as `b → ∞`. -/
theorem tendsto_thermal_expectation {H : Matrix n n ℝ} {E : ℝ} {u s : n → ℝ}
    (hS : H.IsSymm) (hu : IsNondegenerateGroundState H E u) (hs : u ⬝ᵥ s ≠ 0)
    (O : Matrix n n ℝ) :
    Tendsto (fun b : ℝ => expectation O (thermalVector H s b)) atTop (𝓝 (u ⬝ᵥ O *ᵥ u)) := by
  have hlim := tendsto_rescaled_thermalVector hS hu s
  have hnum : Continuous fun x : n → ℝ => x ⬝ᵥ O *ᵥ x := by
    simp only [dotProduct, Matrix.mulVec]
    fun_prop
  have hden : Continuous fun x : n → ℝ => x ⬝ᵥ x := by
    simp only [dotProduct]
    fun_prop
  have hne : ((u ⬝ᵥ s) • u) ⬝ᵥ ((u ⬝ᵥ s) • u) ≠ 0 := by
    simp only [smul_dotProduct, dotProduct_smul, smul_eq_mul, hu.unit, mul_one]
    exact mul_ne_zero hs hs
  have hq : Tendsto (fun b : ℝ => expectation O (Real.exp (b / 2 * E) • thermalVector H s b))
      atTop (𝓝 (expectation O ((u ⬝ᵥ s) • u))) :=
    ((hnum.tendsto _).comp hlim).div ((hden.tendsto _).comp hlim) hne
  -- the rescaling drops out on both sides
  simp only [expectation_smul O (Real.exp_ne_zero _)] at hq
  rw [expectation_smul O hs] at hq
  simpa only [expectation, hu.unit, div_one] using hq

/-- Let real symmetric `H` have nondegenerate ground state `u`, and draw `s` from a distribution
with no weight on sets of zero volume. Almost surely the thermal expectation values of all
matrices `O` grown from this one `s` tend to `⟨u, O u⟩`. -/
theorem ae_tendsto_thermal_expectation {H : Matrix n n ℝ} {E : ℝ} {u : n → ℝ}
    (hS : H.IsSymm) (hu : IsNondegenerateGroundState H E u)
    {P : Measure (n → ℝ)} (hP : P ≪ volume) :
    ∀ᵐ s ∂P, ∀ O : Matrix n n ℝ,
      Tendsto (fun b : ℝ => expectation O (thermalVector H s b)) atTop
        (𝓝 (u ⬝ᵥ O *ᵥ u)) := by
  -- the vectors without overlap form a proper subspace
  let K : Submodule ℝ (n → ℝ) :=
    { carrier := {s | u ⬝ᵥ s = 0}
      add_mem' := by
        intro x y hx hy
        simp only [Set.mem_ofPred_eq] at hx hy ⊢
        rw [dotProduct_add, hx, hy, add_zero]
      zero_mem' := dotProduct_zero u
      smul_mem' := by
        intro c x hx
        simp only [Set.mem_ofPred_eq] at hx ⊢
        rw [dotProduct_smul, hx, smul_zero] }
  have hK : K ≠ ⊤ := by
    intro h
    have hmem : u ∈ K := h ▸ Submodule.mem_top
    have h0 : u ⬝ᵥ u = 0 := hmem
    exact one_ne_zero (hu.unit.symm.trans h0)
  have hzero : volume {s : n → ℝ | u ⬝ᵥ s = 0} = 0 :=
    Measure.addHaar_submodule volume K hK
  have hae : ∀ᵐ s ∂P, u ⬝ᵥ s ≠ 0 := by
    rw [ae_iff]
    simpa only [ne_eq, not_not] using hP hzero
  filter_upwards [hae] with s hs O
  exact tendsto_thermal_expectation hS hu hs O

/-- If `s` is a normalised eigenvector of `H`, of any energy, the thermal expectation value
of `O` equals `⟨s, O s⟩` at every inverse temperature. -/
theorem thermal_expectation_eigenvector {H : Matrix n n ℝ} {ε : ℝ} {s : n → ℝ}
    (h : H *ᵥ s = ε • s) (hs : s ⬝ᵥ s = 1) (O : Matrix n n ℝ) (b : ℝ) :
    expectation O (thermalVector H s b) = s ⬝ᵥ O *ᵥ s := by
  rw [thermalVector_eigenvector h, expectation_smul O (Real.exp_ne_zero _), expectation, hs,
    div_one]

/-- The symmetric matrix with rows `(9, 12)` and `(12, 16)` has the nondegenerate ground state
`(4/5, -3/5)` of energy zero. -/
theorem groundState_witness :
    (!![9, 12; 12, 16] : Matrix (Fin 2) (Fin 2) ℝ).IsSymm ∧
      IsNondegenerateGroundState !![9, 12; 12, 16] 0 ![4 / 5, -3 / 5] := by
  refine ⟨?_, ?_, ?_, ?_, ?_⟩
  · ext i j
    fin_cases i <;> fin_cases j <;> rfl
  · norm_num [dotProduct, Fin.sum_univ_two]
  · ext i
    fin_cases i <;> norm_num [Matrix.mulVec, dotProduct, Fin.sum_univ_two]
  · intro μ x hx h
    have h0 : 9 * x 0 + 12 * x 1 = μ * x 0 := by
      simpa [Matrix.mulVec, dotProduct, Fin.sum_univ_two] using congrFun h 0
    have h1 : 12 * x 0 + 16 * x 1 = μ * x 1 := by
      simpa [Matrix.mulVec, dotProduct, Fin.sum_univ_two] using congrFun h 1
    -- the energy is a perfect square
    have hsq : μ * (x 0 ^ 2 + x 1 ^ 2) = (3 * x 0 + 4 * x 1) ^ 2 := by
      linear_combination -(x 0) * h0 - x 1 * h1
    by_contra hμ
    have hneg : μ < 0 := lt_of_not_ge hμ
    have hle : x 0 ^ 2 + x 1 ^ 2 ≤ 0 := by
      by_contra hp
      have hlt := mul_neg_of_neg_of_pos hneg (lt_of_not_ge hp)
      linarith [sq_nonneg (3 * x 0 + 4 * x 1)]
    have hx0 : x 0 ^ 2 = 0 := by linarith [sq_nonneg (x 0), sq_nonneg (x 1)]
    have hx1 : x 1 ^ 2 = 0 := by linarith [sq_nonneg (x 0), sq_nonneg (x 1)]
    apply hx
    ext i
    fin_cases i
    · exact pow_eq_zero_iff two_ne_zero |>.mp hx0
    · exact pow_eq_zero_iff two_ne_zero |>.mp hx1
  · intro x h
    have h0 : 9 * x 0 + 12 * x 1 = 0 := by
      simpa [Matrix.mulVec, dotProduct, Fin.sum_univ_two] using congrFun h 0
    refine ⟨-(5 / 3) * x 1, ?_⟩
    ext i
    fin_cases i
    · change x 0 = -(5 / 3) * x 1 * (4 / 5)
      linarith
    · change x 1 = -(5 / 3) * x 1 * (-3 / 5)
      ring

end

end ThermalTypicality
```

```lean
#print axioms ThermalTypicality.thermalVector_ne_zero
#print axioms ThermalTypicality.ae_tendsto_thermal_expectation
#print axioms ThermalTypicality.thermal_expectation_eigenvector
```

```
'ThermalTypicality.thermalVector_ne_zero' depends on axioms: [propext, Classical.choice, Quot.sound]
'ThermalTypicality.ae_tendsto_thermal_expectation' depends on axioms: [propext, Classical.choice, Quot.sound]
'ThermalTypicality.thermal_expectation_eigenvector' depends on axioms: [propext, Classical.choice, Quot.sound]
```

## From the exponential series to the limit

`exp_mulVec_eigenvector` is the series argument. The induction `hpow` gives $A^kx=a^kx$, `h1` and `h2` are the matrix and scalar series applied to $x$, and uniqueness of the sum identifies them. `thermalVector_eigenvector` inserts $A=-bH/2$. `thermalVector_ne_zero` uses the invertibility of a matrix exponential to show that $v_b\neq0$ whenever $s\neq0$, so the quotient is meaningful at every $b$.

`exists_eigenvector_expansion` obtains the $w_i$ from Mathlib's orthonormal eigenvector basis, with the coefficients absorbed into the vectors.

`tendsto_rescaled_thermalVector` carries the physics. Its step `key` treats one eigenvector and splits on whether $\varepsilon=E$, as in the derivation: `simple` settles the equal case, while `horth` and `h0` give orthogonality in the other. For a nonzero vector, `lowest` then supplies the positive gap `hgap` that drives the decay. Finally `tendsto_finsetSum` adds the limits over the expansion.

`expectation_smul` is the cancellation of a common factor. In `tendsto_thermal_expectation`, `hnum` and `hden` state that numerator and denominator are continuous, and `hne` that the limiting denominator is nonzero; the limit of the quotient follows, and the rescaling is removed on both sides.

For random vectors, `K` is the subspace without overlap, `hK` shows that it is proper because it misses $u$, and `Measure.addHaar_submodule` gives it zero volume. The hypothesis `hP` carries this over to `P`.

## Starting vectors that never cool

`thermal_expectation_eigenvector` shows what the hypotheses exclude. A normalised eigenvector used as $s$ keeps its own expectation value at every $b$. An excited eigenvector therefore never reaches $\langle u,Ou\rangle$ for $O=uu^{T}$: it gives $0$, not $1$. With a second unit ground state $u'$ orthogonal to $u$, the vector $s=(u+u')/\sqrt2$ does overlap with $u$, yet the same $O$ gives $1/2$ at all $b$. Overlap alone is thus not enough when the ground level is degenerate.

`groundState_witness` confirms that the two-level matrix above meets the assumptions. For `lowest` it uses the identity
$$
\mu(x_0^2+x_1^2)=(3x_0+4x_1)^2
$$
for an eigenvector $x=(x_0,x_1)$ with eigenvalue $\mu$, which rules out $\mu<0$. For `simple` it solves $9x_0+12x_1=0$ and finds $x=-\tfrac53x_1\,u$.
